# On a ring of three or more sites, no dipole matrix generates the velocity operator under the pure hopping Hamiltonian

For one particle hopping with unit amplitude between neighbouring sites of a finite ring, with no potential or interaction, let `S` be the forward shift, T = −(S + Sᵀ) the Hamiltonian and V = −i(S − Sᵀ) the velocity operator. The theorem `ring_distance` states that, for `N ≥ 3` sites and any complex matrix `X`, the squared Frobenius distance between V and i(TX − XT) is 2N plus the squared Frobenius norm of i(TX − XT). The norm is a plain sum over matrix entries, so the distance squared is at least 2N, or 2 per site, and no choice of `X` brings it to zero. The proof shows that the shift is unitary, so that T and V commute; the cross terms in the expanded square then have trace zero, and the trace of V² supplies the 2N.

The first attempt, which Lean rejects:

```lean
import Mathlib

open Matrix

namespace RingDistance

noncomputable section

/-- The kinetic (hopping) operator `T = -(S + Sᵀ)` built from a forward shift `S`. -/
def kinetic {n : Type*} (S : Matrix n n ℂ) : Matrix n n ℂ := -(S + Sᵀ)

/-- The velocity operator `V = -i (S - Sᵀ)` built from a forward shift `S`. -/
def velocity {n : Type*} (S : Matrix n n ℂ) : Matrix n n ℂ := (-Complex.I) • (S - Sᵀ)

/-- The velocity `i (H X - X H)` that a dipole matrix `X` generates under the Hamiltonian `H`. -/
def dipoleVelocity {n : Type*} [Fintype n] (H X : Matrix n n ℂ) : Matrix n n ℂ :=
  Complex.I • (H * X - X * H)

/-- The forward shift on a ring of `N` sites, `(S ψ)_j = ψ_(j+1)` with indices modulo `N`. -/
def ringShift (N : ℕ) : Matrix (ZMod N) (ZMod N) ℂ :=
  Matrix.of fun i j => if j = i + 1 then 1 else 0

/-- The squared Frobenius norm of a matrix, the sum of the squared moduli of its entries. -/
def frobSq {n : Type*} [Fintype n] (A : Matrix n n ℂ) : ℝ :=
  ∑ i, ∑ j, Complex.normSq (A i j)

/-- If `H` commutes with `V`, the product of `V` with the velocity generated by any dipole matrix
`X` under `H` has trace zero. -/
theorem trace_mul_dipoleVelocity {n : Type*} [Fintype n] (H V X : Matrix n n ℂ)
    (h : H * V = V * H) : (V * dipoleVelocity H X).trace = 0 := by
  rw [dipoleVelocity, Matrix.mul_smul, Matrix.trace_smul, Matrix.mul_sub, Matrix.trace_sub,
    ← Matrix.mul_assoc, ← Matrix.mul_assoc, Matrix.trace_mul_cycle V X H, h, sub_self, smul_zero]

/-- The squared Frobenius norm of `A` is the trace of `Aᴴ A`. -/
theorem frobSq_eq_trace {n : Type*} [Fintype n] (A : Matrix n n ℂ) :
    (frobSq A : ℂ) = (Aᴴ * A).trace := by
  simp only [frobSq, Matrix.trace, Matrix.diag_apply, Matrix.mul_apply,
    Matrix.conjTranspose_apply, Complex.ofReal_sum]
  rw [Finset.sum_comm]
  refine Finset.sum_congr rfl fun i _ => Finset.sum_congr rfl fun j _ => ?_
  rw [Complex.normSq_eq_conj_mul_self]
  rfl

/-- On a ring of at least three sites, two forward steps never lead back to the start. -/
theorem two_steps_ne {N : ℕ} (hN : 3 ≤ N) (i : ZMod N) : i ≠ i + 1 + 1 := by
  intro h
  have h2 : ((2 : ℕ) : ZMod N) = 0 := by
    push_cast
    linear_combination -h
  have := Nat.le_of_dvd (by norm_num) ((CharP.cast_eq_zero_iff (ZMod N) N 2).mp h2)
  omega

/-- On a ring of `N ≥ 3` sites, the squared Frobenius distance between the velocity operator and
the velocity generated by any matrix `X` is `2N` plus the squared norm of the latter. -/
theorem ring_distance {N : ℕ} [NeZero N] (hN : 3 ≤ N) (X : Matrix (ZMod N) (ZMod N) ℂ) :
    frobSq (velocity (ringShift N) - dipoleVelocity (kinetic (ringShift N)) X) =
      2 * N + frobSq (dipoleVelocity (kinetic (ringShift N)) X) := by
  -- the shift is unitary, so kinetic and velocity operators commute
  have u1 : ringShift N * (ringShift N)ᵀ = 1 := by
    ext i j
    simp [ringShift, Matrix.mul_apply, Matrix.one_apply]
  have u2 : (ringShift N)ᵀ * ringShift N = 1 := mul_eq_one_comm.mp u1
  have hcomm : kinetic (ringShift N) * velocity (ringShift N) =
      velocity (ringShift N) * kinetic (ringShift N) := by
    have h := u1.trans u2.symm
    rw [kinetic, velocity, Matrix.mul_smul, Matrix.smul_mul]
    congr 1
    linear_combination (norm := noncomm_ring) h + h
  have hV : (velocity (ringShift N))ᴴ = velocity (ringShift N) := by
    ext i j
    simp only [velocity, Matrix.conjTranspose_apply, Matrix.smul_apply, Matrix.sub_apply,
      Matrix.transpose_apply, ringShift, Matrix.of_apply, smul_eq_mul]
    split_ifs <;> simp
  -- two steps never close, which fixes the norm of the velocity operator
  have t1 : (ringShift N * ringShift N).trace = 0 := by
    simp only [Matrix.trace, Matrix.diag_apply, Matrix.mul_apply, ringShift, Matrix.of_apply]
    refine Finset.sum_eq_zero fun i _ => Finset.sum_eq_zero fun k _ => ?_
    by_cases hk : k = i + 1
    · subst hk
      rw [if_neg (two_steps_ne hN i), mul_zero]
    · rw [if_neg hk, zero_mul]
  have t2 : ((ringShift N)ᵀ * (ringShift N)ᵀ).trace = 0 := by
    rw [← Matrix.transpose_mul, Matrix.trace_transpose, t1]
  have hVV : (velocity (ringShift N) * velocity (ringShift N)).trace = 2 * (N : ℂ) := by
    rw [velocity, Matrix.smul_mul, Matrix.mul_smul, smul_smul, Matrix.trace_smul,
      Matrix.sub_mul, Matrix.mul_sub, Matrix.mul_sub, Matrix.trace_sub, Matrix.trace_sub,
      Matrix.trace_sub, u1, u2, t1, t2, Matrix.trace_one, ZMod.card, smul_eq_mul]
    linear_combination (-2 * (N : ℂ)) * Complex.I_mul_I
  -- the cross terms vanish
  have c1 := trace_mul_dipoleVelocity _ _ X hcomm
  have c2 : ((dipoleVelocity (kinetic (ringShift N)) X)ᴴ * velocity (ringShift N)).trace = 0 := by
    have h := congrArg star c1
    rwa [← Matrix.trace_conjTranspose, Matrix.conjTranspose_mul, hV, star_zero] at h
  apply Complex.ofReal_injective
  push_cast
  rw [frobSq_eq_trace, frobSq_eq_trace, Matrix.conjTranspose_sub, hV, Matrix.sub_mul,
    Matrix.mul_sub, Matrix.mul_sub, Matrix.trace_sub, Matrix.trace_sub, Matrix.trace_sub,
    c1, c2, hVV]
  ring

end

end RingDistance
```

Messages:

```
Main.lean:59:48: error: unsolved goals
N : ℕ
inst✝ : NeZero N
hN : 3 ≤ N
X : Matrix (ZMod N) (ZMod N) ℂ
i j : ZMod N
⊢ (if j = i then 1 else 0) = if i = j then 1 else 0
```

Cause. The error is in `u1`, the claim that the shift times its transpose is the identity. Entry by entry, the product is a sum over `k` of two conditionals, one testing `k = i + 1` and the other `k = j + 1`. The goal left by `simp` has `j = i` on the left, which is what results when the sum is collapsed at `k = j + 1`. The identity matrix, unfolded by `Matrix.one_apply`, tests `i = j`. The two sides are equal, but `simp` did not turn one equality round to match the other, so the goal stayed open.

The repair uses `simp only` with a chosen list of lemmas. `ite_mul`, with `one_mul` and `zero_mul`, makes the first factor's test the outer one, so `Finset.sum_ite_eq'` collapses the sum at `k = i + 1`. This leaves the test `i + 1 = j + 1`, which `add_left_inj` reduces to `i = j`, and the sides agree. The other added lemmas unfold the entries and discharge the membership test, since `simp only` does not draw on the default simp set.

As a diff, the version that Lean accepts:

```diff
@@ -59,5 +59,7 @@
   have u1 : ringShift N * (ringShift N)ᵀ = 1 := by
     ext i j
-    simp [ringShift, Matrix.mul_apply, Matrix.one_apply]
+    simp only [ringShift, Matrix.mul_apply, Matrix.one_apply, Matrix.transpose_apply,
+      Matrix.of_apply, ite_mul, one_mul, zero_mul, Finset.sum_ite_eq',
+      Finset.mem_univ, if_true, add_left_inj]
   have u2 : (ringShift N)ᵀ * ringShift N = 1 := mul_eq_one_comm.mp u1
   have hcomm : kinetic (ringShift N) * velocity (ringShift N) =
```
